# Boundary errors in a discrete Poisson equation are not amplified when nonnegative link weights connect every interior site to the boundary

Let $V$ be a finite set of grid sites. A potential is a function $u : V \to \mathbb{R}$, and each ordered pair of sites carries a real link weight $w(x,y)$. A set $B \subseteq V$ is chosen as the boundary, and every site outside $B$ is called interior. No geometry is assumed: links may wrap around in a periodic direction, and $B$ may be two faces of a slab cell or all six faces of a box.

In Lean 4 with Mathlib:

```lean
import Mathlib

namespace PoissonBoundaryError

noncomputable section

variable {V : Type*} [Fintype V]
```

The weighted Laplacian is

$$(Lu)(x) = \sum_{y} w(x,y)\,\bigl(u(y) - u(x)\bigr).$$

With this sign, $L$ is a discretisation of $+\nabla^2$, or of $\nabla\cdot(\kappa\nabla)$ when the weights carry a dielectric function $\kappa$. The Poisson equation reads $Lu = \rho$ at interior sites, where $\rho$ stands for the source with its prefactor, $-4\pi$ times the charge density in Gaussian units. On a cubic grid of spacing $d$, the usual seven-point stencil has $w = 1/d^2$ between nearest neighbours and zero otherwise. A self-link $w(x,x)$ has no effect, since it multiplies $u(x)-u(x)$.

```lean
/-- The weighted graph Laplacian of a potential `u` at the site `x`: the sum over all sites `y`
of the link weight times the potential difference `u y - u x`. -/
def weightedLaplacian (w : V → V → ℝ) (u : V → ℝ) (x : V) : ℝ :=
  ∑ y, w x y * (u y - u x)
```

A site reaches the boundary if one can walk from it to some $b \in B$ along links of positive weight. In `ReachesBoundary` the walk is expressed by `Relation.ReflTransGen`, which allows any number of steps, including none.

```lean
omit [Fintype V] in
/-- The site `x` is joined to some site of the boundary `B` by a path of links of positive
weight; a boundary site is joined to itself by the empty path. -/
def ReachesBoundary (w : V → V → ℝ) (B : Set V) (x : V) : Prop :=
  ∃ b ∈ B, Relation.ReflTransGen (fun y z => 0 < w y z) x b
```

Apart from the algebraic identities `laplacian_sub_mul` and `laplacian_uniform_shift`, which hold for any real weights, the general theorems below assume $w(x,y) \ge 0$. This holds for the seven-point stencil but excludes many higher-order ones: the fourth-order central formula for a second derivative gives the second neighbours weight $-1/(12d^2)$. Symmetry of $w$ is assumed only where stated.

## The difference of two solutions has no source

For any real $c$,

$$L(u - cv)(x) = \sum_y w(x,y)\bigl[(u(y)-u(x)) - c\,(v(y)-v(x))\bigr] = (Lu)(x) - c\,(Lv)(x).$$

With $c=1$, two potentials that satisfy the same Poisson equation have a difference $h = u - v$ with $Lh = 0$ inside. The general $c$ is used later, when a multiple of a comparison function is subtracted.

```lean
/-- The weighted Laplacian is linear: it acts on `u - c v` term by term. -/
theorem laplacian_sub_mul (w : V → V → ℝ) (u v : V → ℝ) (c : ℝ) (x : V) :
    weightedLaplacian w (fun y => u y - c * v y) x
      = weightedLaplacian w u x - c * weightedLaplacian w v x := by
  unfold weightedLaplacian
  rw [Finset.mul_sum, ← Finset.sum_sub_distrib]
  exact Finset.sum_congr rfl fun y _ => by ring
```

## An interior maximum spreads along positive links

Suppose $h$ is maximal at $x$ and $(Lh)(x) \ge 0$. Every term $w(x,z)(h(z)-h(x))$ is a nonnegative number times a nonpositive one, so the sum is at most zero. It is also at least zero, hence it vanishes, and a vanishing sum of nonpositive terms has only zero terms. If $w(x,y) > 0$, the zero term for $y$ forces $h(y) = h(x)$. In the proof, `hsum` is the vanishing of the sum and `hzero` that of the single term.

```lean
/-- For nonnegative weights, if `h` is maximal at `x` and its Laplacian there is nonnegative,
then `h` has the same value at every site to which `x` has a positive link. -/
theorem eq_of_link_of_max {w : V → V → ℝ} (hw : ∀ x y, 0 ≤ w x y) {h : V → ℝ} {x y : V}
    (hL : 0 ≤ weightedLaplacian w h x) (hmax : ∀ z, h z ≤ h x) (hxy : 0 < w x y) :
    h y = h x := by
  have hterm : ∀ z ∈ Finset.univ, w x z * (h z - h x) ≤ 0 := fun z _ =>
    mul_nonpos_of_nonneg_of_nonpos (hw x z) (sub_nonpos.mpr (hmax z))
  -- a sum of nonpositive terms that is nonnegative has only zero terms
  have hsum : ∑ z, w x z * (h z - h x) = 0 :=
    le_antisymm (Finset.sum_nonpos hterm) hL
  have hzero := (Finset.sum_eq_zero_iff_of_nonpos hterm).mp hsum y (Finset.mem_univ y)
  rcases mul_eq_zero.mp hzero with h0 | h0
  · exact absurd h0 hxy.ne'
  · linarith
```

Now let every interior site reach the boundary and let $Lh \ge 0$ at all interior sites. A finite grid has a site $m$ where $h$ is largest. Suppose no boundary site attained this value. Then $m$ is interior, and there is a path $m = x_0 \to x_1 \to \dots \to x_n = b \in B$ of positive links. If $h(x_k) = h(m)$, then $x_k$ is itself a maximum and so cannot lie in $B$; the previous step applies there and gives $h(x_{k+1}) = h(m)$. At the end $h(b) = h(m)$, a contradiction. The induction over the path is `key`, and the assumption being refuted is `hno`.

```lean
/-- Let the weights be nonnegative and let every interior site reach the boundary. A function
whose Laplacian is nonnegative at all interior sites attains its maximum on the boundary. -/
theorem max_on_boundary [Nonempty V] {w : V → V → ℝ} {B : Set V} (hw : ∀ x y, 0 ≤ w x y)
    (hreach : ∀ x ∉ B, ReachesBoundary w B x) {h : V → ℝ}
    (hL : ∀ x ∉ B, 0 ≤ weightedLaplacian w h x) : ∃ b ∈ B, ∀ x, h x ≤ h b := by
  obtain ⟨m, hm⟩ := Finite.exists_max h
  by_contra hno
  have hmB : m ∉ B := fun hB => hno ⟨m, hB, hm⟩
  obtain ⟨b, hb, hpath⟩ := hreach m hmB
  -- the maximal value is carried along the path to the boundary
  have key : ∀ y, Relation.ReflTransGen (fun y z => 0 < w y z) m y → h y = h m := by
    intro y hy
    induction hy with
    | refl => rfl
    | @tail p q _ hpq ih =>
      have hp : ∀ x, h x ≤ h p := fun x => (hm x).trans ih.ge
      have hpB : p ∉ B := fun hB => hno ⟨p, hB, hp⟩
      exact (eq_of_link_of_max hw (hL p hpB) hp hpq).trans ih
  exact hno ⟨b, hb, fun x => (hm x).trans (key b hpath).ge⟩
```

## The largest error sits on the boundary

Let $Lu = \rho$ and $Lv = \rho$ at all interior sites. Applying the maximum principle to $u-v$ and to $v-u$ gives boundary sites $b$ and $c$ with

$$u(x)-v(x) \le u(b)-v(b), \qquad v(x)-u(x) \le v(c)-u(c) \qquad \text{for all } x.$$

Hence $-|u(c)-v(c)| \le u(x)-v(x) \le |u(b)-v(b)|$, and whichever of $b$ and $c$ has the larger absolute difference bounds $|u(x)-v(x)|$ everywhere.

The formal conclusion, `∃ b ∈ B, ∀ x, |u x - v x| ≤ |u b - v b|`, says that one boundary site works for all $x$. If the boundary values are wrong by at most $\varepsilon$, so is the potential at every site. The hypotheses `hu` and `hv` impose the equation only for `x ∉ B`. The local result `side` is the one-sided bound, used once in each order of the potentials.

```lean
/-- Let the weights be nonnegative and let every interior site reach the boundary. If two
potentials have the same Laplacian at all interior sites, their largest absolute difference
on the whole grid is attained at a boundary site. -/
theorem boundary_error_not_amplified [Nonempty V] {w : V → V → ℝ} {B : Set V}
    (hw : ∀ x y, 0 ≤ w x y) (hreach : ∀ x ∉ B, ReachesBoundary w B x) {u v ρ : V → ℝ}
    (hu : ∀ x ∉ B, weightedLaplacian w u x = ρ x)
    (hv : ∀ x ∉ B, weightedLaplacian w v x = ρ x) :
    ∃ b ∈ B, ∀ x, |u x - v x| ≤ |u b - v b| := by
  have side : ∀ f g : V → ℝ, (∀ x ∉ B, weightedLaplacian w f x = ρ x) →
      (∀ x ∉ B, weightedLaplacian w g x = ρ x) →
      ∃ b ∈ B, ∀ x, f x - 1 * g x ≤ f b - 1 * g b := by
    intro f g hf hg
    refine max_on_boundary (h := fun y => f y - 1 * g y) hw hreach fun x hx => ?_
    rw [laplacian_sub_mul, hf x hx, hg x hx]
    linarith
  -- bound the difference from above and from below, then keep the larger boundary error
  obtain ⟨b, hb, h1⟩ := side u v hu hv
  obtain ⟨c, hc, h2⟩ := side v u hv hu
  rcases le_total |u b - v b| |u c - v c| with hbc | hbc
  · exact ⟨c, hc, fun x => abs_le.mpr
      ⟨by linarith [h2 x, neg_abs_le (u c - v c)],
       by linarith [h1 x, le_abs_self (u b - v b)]⟩⟩
  · exact ⟨b, hb, fun x => abs_le.mpr
      ⟨by linarith [h2 x, neg_abs_le (u c - v c)],
       by linarith [h1 x, le_abs_self (u b - v b)]⟩⟩
```

In a real-space electronic-structure calculation on an isolated molecule that solves the Poisson equation with the seven-point stencil, $u$ can be the Hartree potential whose values on the box faces come from a truncated multipole expansion, and $v$ the solution on the same grid with the correct face values. For a fixed density and this linear equation, a truncation error of at most 1 millihartree on the faces gives at most 1 millihartree at every grid point. Both potentials live on one grid, so the discretisation error relative to the continuum is a separate matter, as is the response of the density in a self-consistent cycle. Many real-space codes use higher-order stencils with some negative weights, and the theorem does not cover those.

## A uniform shift shows that the factor one is optimal

Since $L$ contains only differences, $u + c$ has the same Laplacian as $u$. The two potentials differ by $|c|$ at every site, on the boundary and inside alike, so no factor smaller than one could hold in general.

```lean
/-- Shifting a potential by the same constant at every site leaves its Laplacian unchanged. -/
theorem laplacian_uniform_shift (w : V → V → ℝ) (u : V → ℝ) (c : ℝ) (x : V) :
    weightedLaplacian w (fun y => u y + c) x = weightedLaplacian w u x := by
  unfold weightedLaplacian
  exact Finset.sum_congr rfl fun y _ => by ring
```

Such a shift arises in the continuum when a spherically symmetric charge $q$ is centred in a sphere of radius $R$ and the wall is set to zero instead of $q/R$ (Gaussian units). The potential inside is then lower by $q/R$ everywhere, and all one-electron levels computed in it move together.

## A region cut off from the boundary has an undetermined potential

Let the weights also be symmetric, and let the site $a$ fail to reach the boundary. Define $v = u + c$ on all sites that are cut off, and $v = u$ elsewhere. If $w(x,y) > 0$, symmetry lets the link be walked both ways, so $x$ and $y$ are both cut off or both connected, and $v(y)-v(x) = u(y)-u(x)$. If $w(x,y) = 0$, the term is zero anyway. Thus $Lv = Lu$ at every site and $v = u$ on $B$, yet $v(a) - u(a) = c$ for a $c$ of any size.

In the proof, `hiff` is the statement that linked sites share their status.

```lean
/-- For symmetric nonnegative weights, if the site `a` does not reach the boundary, then for any
potential `u` and any real `c` there is a potential `v` with the same Laplacian everywhere and the
same boundary values as `u` whose value at `a` differs from that of `u` by `c`. -/
theorem arbitrary_error_of_disconnected {w : V → V → ℝ} {B : Set V} (hw : ∀ x y, 0 ≤ w x y)
    (hsymm : ∀ x y, w x y = w y x) {a : V} (ha : ¬ ReachesBoundary w B a)
    (u : V → ℝ) (c : ℝ) :
    ∃ v : V → ℝ, (∀ x, weightedLaplacian w v x = weightedLaplacian w u x) ∧
      (∀ b ∈ B, v b = u b) ∧ v a - u a = c := by
  classical
  -- shift the potential on all sites that are cut off from the boundary
  refine ⟨fun y => u y + if ReachesBoundary w B y then 0 else c, fun x => ?_,
    fun b hb => ?_, ?_⟩
  · unfold weightedLaplacian
    refine Finset.sum_congr rfl fun y _ => ?_
    rcases (hw x y).eq_or_lt with h | h
    · simp [← h]
    · have hiff : ReachesBoundary w B x ↔ ReachesBoundary w B y :=
        ⟨fun ⟨b, hb, hp⟩ => ⟨b, hb, Relation.ReflTransGen.head (hsymm x y ▸ h) hp⟩,
         fun ⟨b, hb, hp⟩ => ⟨b, hb, Relation.ReflTransGen.head h hp⟩⟩
      simp only [hiff]
      ring
  · have hbr : ReachesBoundary w B b := ⟨b, hb, Relation.ReflTransGen.refl⟩
    simp [hbr]
  · simp [ha]
```

A fully periodic supercell is the case $B = \emptyset$: every site is cut off, and the potential is fixed only up to a constant. Plane-wave codes usually choose that constant by setting the cell average to zero. A pocket of grid points enclosed by links of zero weight behaves in the same way within a cell that does have a boundary.

## A barrier function controls the solver residual

An iterative solver stops with a residual, so the two Laplacians agree only approximately. The effect is measured by a function $\varphi$ with $L\varphi \le -1$ at interior sites and $\varphi \ge 0$ on $B$. When equality holds inside and $\varphi = 0$ on $B$, it is the potential of a uniform positive charge in a grounded box.

The first condition already forces every site to reach the boundary. Otherwise, let $m$ minimise $\varphi$ over the cut-off sites. It is interior, and its positive links lead only to cut-off sites, where $\varphi(y) \ge \varphi(m)$. So $(L\varphi)(m) \ge 0$, which contradicts $(L\varphi)(m) \le -1$.

```lean
/-- For nonnegative weights, if some function `φ` has Laplacian at most `-1` at all interior
sites, then every site reaches the boundary. -/
theorem reaches_of_barrier {w : V → V → ℝ} {B : Set V} (hw : ∀ x y, 0 ≤ w x y) {φ : V → ℝ}
    (hφ : ∀ x ∉ B, weightedLaplacian w φ x ≤ -1) (x : V) : ReachesBoundary w B x := by
  by_contra hx
  -- look at the minimum of `φ` over the sites that are cut off
  obtain ⟨m, hm, hmin⟩ := Set.exists_min_image {y | ¬ ReachesBoundary w B y} φ
    (Set.toFinite _) ⟨x, hx⟩
  have hm' : ¬ ReachesBoundary w B m := hm
  have hmB : m ∉ B := fun hB => hm' ⟨m, hB, Relation.ReflTransGen.refl⟩
  have hpos : 0 ≤ weightedLaplacian w φ m := by
    refine Finset.sum_nonneg fun y _ => ?_
    rcases (hw m y).eq_or_lt with h | h
    · simp [← h]
    · have hy : ¬ ReachesBoundary w B y := fun ⟨b, hb, hp⟩ =>
        hm' ⟨b, hb, Relation.ReflTransGen.head h hp⟩
      exact mul_nonneg h.le (sub_nonneg.mpr (hmin y hy))
  linarith [hφ m hmB]
```

Now let $|Lu - Lv| \le \delta$ inside, with $\delta \ge 0$, and $|u-v| \le \varepsilon$ on $B$. Put $h = u - v - \delta\varphi$. At interior sites

$$Lh = (Lu - Lv) - \delta\,L\varphi \ge -\delta + \delta = 0,$$

so $h$ is largest at some $b \in B$, and

$$u(x) - v(x) - \delta\varphi(x) \le u(b) - v(b) - \delta\varphi(b) \le \varepsilon.$$

Exchanging $u$ and $v$ gives the other sign, hence $|u(x)-v(x)| \le \varepsilon + \delta\varphi(x)$. The proof has the same two-sided structure as before. Reachability is not among its hypotheses, because `reaches_of_barrier` supplies it.

```lean
/-- Let the weights be nonnegative, and let `φ` be nonnegative on the boundary with Laplacian at
most `-1` inside. If the Laplacians of two potentials differ by at most `δ ≥ 0` inside and their
boundary values by at most `ε`, the potentials differ by at most `ε + δ φ x` at each site `x`. -/
theorem error_bound_with_residual {w : V → V → ℝ} {B : Set V} (hw : ∀ x y, 0 ≤ w x y)
    {φ u v : V → ℝ} {δ ε : ℝ} (hφ : ∀ x ∉ B, weightedLaplacian w φ x ≤ -1)
    (hφB : ∀ b ∈ B, 0 ≤ φ b) (hδ : 0 ≤ δ)
    (hres : ∀ x ∉ B, |weightedLaplacian w u x - weightedLaplacian w v x| ≤ δ)
    (hbd : ∀ b ∈ B, |u b - v b| ≤ ε) (x : V) : |u x - v x| ≤ ε + δ * φ x := by
  have : Nonempty V := ⟨x⟩
  have side : ∀ f g : V → ℝ,
      (∀ y ∉ B, -δ ≤ weightedLaplacian w f y - weightedLaplacian w g y) →
      (∀ b ∈ B, f b - g b ≤ ε) → f x - g x ≤ ε + δ * φ x := by
    intro f g hL hB
    -- subtracting `δ φ` makes the Laplacian of the difference nonnegative
    obtain ⟨b, hb, hmax⟩ := max_on_boundary (h := fun y => (f y - 1 * g y) - δ * φ y) hw
      (fun y _ => reaches_of_barrier hw hφ y) (fun y hy => by
        rw [laplacian_sub_mul w (fun y => f y - 1 * g y) φ δ y, laplacian_sub_mul]
        linarith [hL y hy, mul_le_mul_of_nonneg_left (hφ y hy) hδ])
    have hx := hmax x
    linarith [hB b hb, mul_nonneg hδ (hφB b hb)]
  have h1 := side u v (fun y hy => (abs_le.mp (hres y hy)).1)
    (fun b hb => (abs_le.mp (hbd b hb)).2)
  have h2 := side v u (fun y hy => by linarith [(abs_le.mp (hres y hy)).2])
    (fun b hb => by linarith [(abs_le.mp (hbd b hb)).1])
  exact abs_le.mpr ⟨by linarith, h1⟩
```

For a cubic box of side $\ell$ with the seven-point stencil and all faces as boundary, $\varphi = s(\ell - s)/2$ serves, where $s$ is the distance from one face: its second difference is exactly $-1$, and its largest value is at most $\ell^2/8$. With $\ell = 20$ bohr this is 50 bohr², so a residual of at most $10^{-6}$ hartree/bohr² at every interior point adds at most $5\times10^{-5}$ hartree to the error bound. The residual must be bounded point by point; a root-mean-square value is not the $\delta$ of the theorem.

## An explicit barrier on three sites

The smallest chain with an interior site between two ends has sites 0, 1, 2, unit weights between neighbours and $B = \{0,2\}$.

```lean
/-- Link weights of a chain of three sites with unit weight between neighbours. -/
def chainWeight : Fin 3 → Fin 3 → ℝ := ![![0, 1, 0], ![1, 0, 1], ![0, 1, 0]]
```

Take $\varphi = (0, \tfrac12, 0)$. At the only interior site,

$$(L\varphi)(1) = (0 - \tfrac12) + (0 - \tfrac12) = -1,$$

so the conditions on the weights and on the barrier are met. The proof runs through the sites with `fin_cases`; the two ends are excluded by `x ∉ {0, 2}`, and the middle site is the sum above.

```lean
/-- On the three-site chain with its two ends as boundary, the weights are nonnegative and the
function with values `0, 1/2, 0` is nonnegative with Laplacian at most `-1` inside. -/
theorem barrier_witness :
    (∀ x y, 0 ≤ chainWeight x y) ∧ (∀ x, 0 ≤ (![0, 1 / 2, 0] : Fin 3 → ℝ) x) ∧
      ∀ x ∉ ({0, 2} : Set (Fin 3)), weightedLaplacian chainWeight ![0, 1 / 2, 0] x ≤ -1 := by
  refine ⟨fun x y => ?_, fun x => ?_, fun x hx => ?_⟩
  · fin_cases x <;> fin_cases y <;> simp [chainWeight]
  · fin_cases x <;> simp
  · fin_cases x
    · simp at hx
    · norm_num [weightedLaplacian, chainWeight, Fin.sum_univ_succ]
    · simp at hx

end

end PoissonBoundaryError
```

The error bound at the middle site is therefore $\varepsilon + \delta/2$. Solving the single equation $u(0) + u(2) - 2u(1) = \rho(1)$ shows that this value is reached when both ends are too high by $\varepsilon$ and the Laplacian is too low by $\delta$.

```lean
#print axioms PoissonBoundaryError.boundary_error_not_amplified
-- 'PoissonBoundaryError.boundary_error_not_amplified' depends on axioms: [propext, Classical.choice, Quot.sound]
#print axioms PoissonBoundaryError.laplacian_uniform_shift
-- 'PoissonBoundaryError.laplacian_uniform_shift' depends on axioms: [propext, Classical.choice, Quot.sound]
#print axioms PoissonBoundaryError.arbitrary_error_of_disconnected
-- 'PoissonBoundaryError.arbitrary_error_of_disconnected' depends on axioms: [propext, Classical.choice, Quot.sound]
#print axioms PoissonBoundaryError.error_bound_with_residual
-- 'PoissonBoundaryError.error_bound_with_residual' depends on axioms: [propext, Classical.choice, Quot.sound]
```
